# Wick's theorem in a fermionic vacuum: the expectation value of a product of sums of annihilation and creation parts is a Pfaffian

Take two operators $x_0=a_0+c_0$ and $x_1=a_1+c_1$, each the sum of an annihilation part $a_i$ and a creation part $c_i$: in the vacuum expectation value $c_0$ vanishes on the left and $a_1$ on the right, so $\langle x_0x_1\rangle=\langle a_0c_1\rangle$, which is the scalar $a_0c_1+c_1a_0$ because $a_0$ also annihilates the vacuum. For a longer string, moving $a_0$ to the right past every other operator produces one such scalar per partner, and repeating this gives a Pfaffian.

```lean
import Mathlib

open Finset

namespace FermionicWick

noncomputable section

variable {K A : Type*} [CommRing K] [Ring A] [Algebra K A]

/-- The ordered operator product `x₀ x₁ ⋯ xₘ₋₁`. -/
def word {m : ℕ} (x : Fin m → A) : A := (List.ofFn x).prod

/-- The positions that remain, in order, when the operators at positions `0` and `j + 1` are removed
from a string of `m + 2` operators. -/
def omitPair {m : ℕ} (j : Fin (m + 1)) (p : Fin m) : Fin (m + 2) := (j.succAbove p).succ

/-- The Pfaffian of the antisymmetric array with the upper entries of `G`, defined by expansion
along the first row; it is `1` in size zero and `0` in size one. -/
def pfaffian : (m : ℕ) → Matrix (Fin m) (Fin m) K → K
  | 0, _ => 1
  | 1, _ => 0
  | m + 2, G => ∑ j : Fin (m + 1), (-1) ^ (j : ℕ) * G 0 j.succ *
      pfaffian m (G.submatrix (omitPair j) (omitPair j))

/-- Annihilation parts `a`, creation parts `c` and a normalised vacuum functional `w`, with
scalar contractions `G i j` for `i < j`. -/
structure WickSystem {m : ℕ} (w : A →ₗ[K] K) (a c : Fin m → A)
    (G : Matrix (Fin m) (Fin m) K) : Prop where
  vac_one : w 1 = 1
  vac_create : ∀ i y, w (c i * y) = 0
  vac_annih : ∀ i y, w (y * a i) = 0
  anti : ∀ i j, i < j → a i * a j + a j * a i = 0
  contract : ∀ i j, i < j → a i * c j + c j * a i = G i j • (1 : A)

/-- A nonempty operator string is its first operator times the rest. -/
theorem word_succ {m : ℕ} (x : Fin (m + 1) → A) :
    word x = x 0 * word (fun i => x i.succ) := by
  simp only [word, List.ofFn_succ, List.prod_cons]

/-- An operator `b` whose anticommutators with all `x j` are scalars `g j` moves through the
string `x`, leaving one signed contraction for each operator it passes. -/
theorem move_through (b : A) {m : ℕ} (x : Fin (m + 1) → A) (g : Fin (m + 1) → K)
    (h : ∀ j, b * x j + x j * b = g j • (1 : A)) :
    b * word x = ∑ j : Fin (m + 1), ((-1) ^ (j : ℕ) * g j) • word (fun p => x (j.succAbove p))
      + ((-1 : K) ^ (m + 1)) • (word x * b) := by
  induction m with
  | zero =>
    have h0 : b * x 0 = g 0 • (1 : A) - x 0 * b := eq_sub_of_add_eq (h 0)
    simp [word, List.ofFn_succ, h0, sub_eq_add_neg]
  | succ m ih =>
    have ht := ih (fun i => x i.succ) (fun i => g i.succ) (fun i => h i.succ)
    have h0 : b * x 0 = g 0 • (1 : A) - x 0 * b := eq_sub_of_add_eq (h 0)
    -- removing a later operator leaves the first one in place
    have hw : ∀ k : Fin (m + 1), word (fun p => x (k.succ.succAbove p)) =
        x 0 * word (fun p => x (k.succAbove p).succ) := by
      intro k
      rw [word_succ]
      simp only [Fin.succ_succAbove_zero, Fin.succ_succAbove_succ]
    have hb : b * word x = g 0 • word (fun i => x i.succ)
        - x 0 * (b * word (fun i => x i.succ)) := by
      rw [word_succ x, ← mul_assoc b (x 0), h0, sub_mul, smul_mul_assoc, one_mul, mul_assoc]
    rw [hb, Fin.sum_univ_succ, ht, word_succ x]
    simp only [hw, Fin.succAbove_zero, Fin.val_zero, Fin.val_succ, pow_zero, one_mul, mul_add,
      Finset.mul_sum, mul_smul_comm, pow_succ, mul_neg, mul_one, neg_mul, neg_smul, neg_neg,
      Finset.sum_neg_distrib, mul_assoc]
    abel

/-- In a Wick system the contraction `G i j` with `i < j` is the two-point function of
`a i + c i` and `a j + c j`. -/
theorem WickSystem.two_point {m : ℕ} {w : A →ₗ[K] K} {a c : Fin m → A}
    {G : Matrix (Fin m) (Fin m) K} (h : WickSystem w a c G) {i j : Fin m} (hij : i < j) :
    w ((a i + c i) * (a j + c j)) = G i j := by
  have e : a i * c j = G i j • (1 : A) - c j * a i := eq_sub_of_add_eq (h.contract i j hij)
  rw [add_mul, map_add, h.vac_create, add_zero, mul_add, map_add, h.vac_annih, zero_add, e,
    map_sub, map_smul, h.vac_one, h.vac_annih, sub_zero, smul_eq_mul, mul_one]

/-- In a Wick system the vacuum expectation value of a string is the signed sum over all partners
with which its first operator can be contracted. -/
theorem WickSystem.expansion {m : ℕ} {w : A →ₗ[K] K} {a c : Fin (m + 2) → A}
    {G : Matrix (Fin (m + 2)) (Fin (m + 2)) K} (h : WickSystem w a c G) :
    w (word fun i => a i + c i) = ∑ j : Fin (m + 1), (-1) ^ (j : ℕ) * G 0 j.succ *
      w (word fun p => a (omitPair j p) + c (omitPair j p)) := by
  have hx : ∀ j : Fin (m + 1), a 0 * (a j.succ + c j.succ) + (a j.succ + c j.succ) * a 0
      = G 0 j.succ • (1 : A) := by
    intro j
    rw [mul_add, add_mul, add_add_add_comm, h.anti 0 j.succ (Fin.succ_pos j),
      h.contract 0 j.succ (Fin.succ_pos j), zero_add]
  -- the creation part dies on the left, the annihilation part on the right
  rw [word_succ, add_mul, map_add, h.vac_create, add_zero,
    move_through (a 0) (fun j => a j.succ + c j.succ) (fun j => G 0 j.succ) hx]
  simp only [map_add, map_sum, map_smul, h.vac_annih, smul_eq_mul, mul_zero, add_zero, omitPair]

/-- **Wick theorem.** In a Wick system the vacuum expectation value of the product of all
`a i + c i` is the Pfaffian of the contractions. -/
theorem wick {w : A →ₗ[K] K} : ∀ (m : ℕ) (a c : Fin m → A) (G : Matrix (Fin m) (Fin m) K),
    WickSystem w a c G → w (word fun i => a i + c i) = pfaffian m G
  | 0, _, _, _, h => by simpa [word, pfaffian] using h.vac_one
  | 1, a, c, _, h => by
    have h1 : w (a 0) = 0 := by simpa using h.vac_annih 0 1
    have h2 : w (c 0) = 0 := by simpa using h.vac_create 0 1
    simp [word, pfaffian, h1, h2]
  | m + 2, a, c, G, h => by
    rw [h.expansion, pfaffian]
    refine Finset.sum_congr rfl fun j _ => ?_
    have hf : ∀ p q : Fin m, p < q → omitPair j p < omitPair j q := fun p q hpq =>
      Fin.succ_lt_succ_iff.mpr (Fin.strictMono_succAbove j hpq)
    -- the remaining operators again form a Wick system
    have hr : WickSystem w (fun p => a (omitPair j p)) (fun p => c (omitPair j p))
        (G.submatrix (omitPair j) (omitPair j)) :=
      ⟨h.vac_one, fun _ => h.vac_create _, fun _ => h.vac_annih _,
        fun p q hpq => h.anti _ _ (hf p q hpq), fun p q hpq => h.contract _ _ (hf p q hpq)⟩
    exact congrArg (fun t => (-1) ^ (j : ℕ) * G 0 j.succ * t) (wick m _ _ _ hr)

/-- The Pfaffian of an array of odd size vanishes. -/
theorem pfaffian_odd : ∀ (m : ℕ) (G : Matrix (Fin m) (Fin m) K), Odd m → pfaffian m G = 0
  | 0, _, h => by simp at h
  | 1, _, _ => rfl
  | m + 2, G, h => by
    have hm : Odd m := by
      obtain ⟨k, hk⟩ := h
      exact ⟨k - 1, by omega⟩
    rw [pfaffian]
    exact Finset.sum_eq_zero fun j _ => by rw [pfaffian_odd m _ hm, mul_zero]

/-- If `w 1 = 1`, `w (y * a i) = 0` and `a i * c j + c j * a i` is the scalar `G i j`, then the
expectation value of `aₙ₋₁ ⋯ a₀ c₀ ⋯ cₙ₋₁` is the determinant of `G`. -/
theorem overlap_eq_det {w : A →ₗ[K] K} (h1 : w 1 = 1) {n : ℕ} (a c : Fin n → A)
    (G : Matrix (Fin n) (Fin n) K) (ha : ∀ i y, w (y * a i) = 0)
    (hac : ∀ i j, a i * c j + c j * a i = G i j • (1 : A)) :
    w ((List.ofFn a).reverse.prod * word c) = G.det := by
  induction n with
  | zero => simp [word, h1]
  | succ n ih =>
    -- the innermost annihilator moves through all creators: expansion along the first row
    rw [List.ofFn_succ, List.reverse_cons, List.prod_append, List.prod_singleton, mul_assoc,
      move_through (a 0) c (G 0) (hac 0), Matrix.det_succ_row_zero]
    simp only [mul_add, Finset.mul_sum, mul_smul_comm, map_add, map_sum, map_smul, ← mul_assoc,
      ha, smul_eq_mul, mul_zero, add_zero]
    refine Finset.sum_congr rfl fun j _ => ?_
    exact congrArg (fun t => (-1) ^ (j : ℕ) * G 0 j * t)
      (ih (fun i => a i.succ) (fun p => c (j.succAbove p)) (G.submatrix Fin.succ j.succAbove)
        (fun i => ha i.succ) (fun i k => hac i.succ (j.succAbove k)))

/-- The expectation value in the empty state of one fermionic mode: the upper left entry. -/
def vacuum : Matrix (Fin 2) (Fin 2) ℂ →ₗ[ℂ] ℂ where
  toFun M := M 0 0
  map_add' _ _ := rfl
  map_smul' _ _ := rfl

/-- Multiples `u i` of the annihilator and `v i` of the creator of one fermionic mode form a Wick
system with contractions `u i * v j`. -/
theorem wickSystem_witness (m : ℕ) (u v : Fin m → ℂ) :
    WickSystem vacuum (fun i => u i • !![0, 1; 0, 0]) (fun i => v i • !![0, 0; 1, 0])
      (Matrix.of fun i j => u i * v j) where
  vac_one := by
    change (1 : Matrix (Fin 2) (Fin 2) ℂ) 0 0 = 1
    simp
  vac_create i y := by
    change ((v i • !![0, 0; 1, 0] : Matrix (Fin 2) (Fin 2) ℂ) * y) 0 0 = 0
    rw [Matrix.mul_apply, Fin.sum_univ_two]
    simp
  vac_annih i y := by
    change (y * (u i • !![0, 1; 0, 0] : Matrix (Fin 2) (Fin 2) ℂ)) 0 0 = 0
    rw [Matrix.mul_apply, Fin.sum_univ_two]
    simp
  anti i j _ := by
    ext p q
    fin_cases p <;> fin_cases q <;> simp
  contract i j _ := by
    ext p q
    fin_cases p <;> fin_cases q <;> simp [mul_comm]

end

end FermionicWick
```

```lean
#print axioms FermionicWick.WickSystem.two_point
#print axioms FermionicWick.wick
#print axioms FermionicWick.overlap_eq_det
```

```
'FermionicWick.WickSystem.two_point' depends on axioms: [propext, Classical.choice, Quot.sound]
'FermionicWick.wick' depends on axioms: [propext, Classical.choice, Quot.sound]
'FermionicWick.overlap_eq_det' depends on axioms: [propext, Classical.choice, Quot.sound]
```

## From one contraction to the Pfaffian

The problem is to evaluate $\langle x_0x_1\cdots x_{m-1}\rangle$ in a state that all the $a_i$ annihilate. Write $w(y)=\langle y\rangle$. The assumptions are

$$w(1)=1,\qquad w(c_iy)=0,\qquad w(ya_i)=0,$$

and, for $i<j$,

$$a_ia_j+a_ja_i=0,\qquad a_ic_j+c_ja_i=G_{ij}.$$

Adding the last two relations gives $a_0x_k+x_ka_0=G_{0k}$ for every $k>0$, that is, $a_0x_k=G_{0k}-x_ka_0$. Each exchange therefore leaves a scalar and a minus sign. After $a_0$ has passed all the operators in a string of length $m+2$,

$$a_0x_1\cdots x_{m+1}=\sum_{j=0}^{m}(-1)^jG_{0,j+1}\,x_1\cdots\widehat{x_{j+1}}\cdots x_{m+1}+(-1)^{m+1}x_1\cdots x_{m+1}a_0,$$

where the hat marks an omitted factor. Now take the expectation value. The last term vanishes, and on the left $a_0$ may be replaced by $x_0$, since $c_0$ contributes nothing there:

$$w(x_0\cdots x_{m+1})=\sum_{j=0}^{m}(-1)^jG_{0,j+1}\,w(x_1\cdots\widehat{x_{j+1}}\cdots x_{m+1}).$$

The remaining $m$ operators satisfy the same assumptions, so the step can be repeated. It ends at $w(1)=1$ for even length and at $w(a_0+c_0)=0$ for odd length. This is the first-row expansion of the Pfaffian. For four operators it reads

$$w(x_0x_1x_2x_3)=G_{01}G_{23}-G_{02}G_{13}+G_{03}G_{12}.$$

## What the Lean statement assumes

`WickSystem w a c G` collects the five assumptions. The functional `w` stands for $\langle0|\cdot|0\rangle$. `vac_create` says that a creation part vanishes against the bra, and `vac_annih` that an annihilation part vanishes on the ket. The letter `c` denotes creation parts, whereas many texts use it for annihilators. The scalars come from a commutative ring `K` and the operators from any `K`-algebra `A`, which may be infinite-dimensional; the strings are finite. No relation among the creation parts is assumed.

`word x` is the ordered product, with positions counted from zero. The theorem `wick` states that $w(x_0\cdots x_{m-1})$ equals `pfaffian m G` for every `m`, and `pfaffian_odd` shows that this is zero for odd `m`. The textbook Pfaffian belongs to an antisymmetric matrix; here `pfaffian` accepts any square matrix and reads only the entries above the diagonal. By `WickSystem.two_point` those entries are the two-point functions $w(x_ix_j)$ with $i<j$.

This is a statement about expectation values, not an expansion of the operator product itself into normal-ordered terms. The split of each operator into $a_i+c_i$ is also taken as given. For a particular mean-field state, finding the quasiparticles whose vacuum it is remains a separate step.

## Direct, exchange and pairing terms

In zero-temperature Hartree–Fock and BCS theory, where the state is a vacuum of non-interacting quasiparticles, the theorem reduces many-body expectation values to two-point functions. Let $f_p$ annihilate an electron in orbital $p$. Each $f_p$ and $f_p^\dagger$ is a linear combination of quasiparticle annihilators, which form its $a$ part, and quasiparticle creators, which form its $c$ part. The two-body energy needs

$$\langle f_p^\dagger f_q^\dagger f_sf_r\rangle=\langle f_p^\dagger f_q^\dagger\rangle\langle f_sf_r\rangle-\langle f_p^\dagger f_s\rangle\langle f_q^\dagger f_r\rangle+\langle f_p^\dagger f_r\rangle\langle f_q^\dagger f_s\rangle.$$

These are the pairing, exchange and direct terms. In a Hartree–Fock determinant of fixed particle number the pairing term is zero.

The same exchange rule gives `overlap_eq_det`:

$$w(a_{n-1}\cdots a_0\,c_0\cdots c_{n-1})=\det G.$$

Here $w(1)=1$ and $w(ya_i)=0$ are assumed as before, and the anticommutator of $a_i$ and $c_j$ must be the scalar $G_{ij}$ for all $i,j$. Now let $w$ be the expectation value in the state without electrons, not in a quasiparticle vacuum. If $a_i$ annihilates an electron in orbital $\varphi_i$ and $c_j$ creates one in orbital $\psi_j$, then $G_{ij}=\langle\varphi_i|\psi_j\rangle$. With each orbital set orthonormal, the determinant is the overlap of two normalised Slater determinants.

## A single mode

`wickSystem_witness` realises the assumptions for any string length with $2\times2$ matrices: $a_i$ is $u_i$ times the annihilator of one mode, $c_i$ is $v_i$ times its creator, and $G_{ij}=u_iv_j$. For four operators the Pfaffian is

$$u_0v_1u_2v_3-u_0v_2u_1v_3+u_0v_3u_1v_2=u_0v_1u_2v_3.$$

The last two terms cancel. What survives is the only history a single mode allows: reading from the right, create, annihilate, create, annihilate.

## The induction in Lean

`move_through` proves the exchange formula for any operator `b` whose anticommutator with each operator in the string is a scalar. Its induction exchanges `b` with the first operator (`hb`) and applies the hypothesis to the rest. The equation `hw` records that omitting a later operator leaves the first in place, and `abel` collects the terms.

`WickSystem.expansion` first establishes $a_0x_k+x_ka_0=G_{0k}$ as `hx`. It then removes $c_0$ on the left, applies `move_through`, and removes the term ending in $a_0$.

In `wick`, the cases `0` and `1` are the two endpoints above. In the case `m + 2`, `omitPair j` lists the positions left after removing $0$ and $j+1$. It preserves their order (`hf`), which matters because the anticommutators are assumed only for $i<j$. Hence the remaining operators form a Wick system (`hr`), and the recursive call evaluates each term.

For `overlap_eq_det`, the innermost annihilator $a_0$ moves through all the creators. The resulting sum is the determinant's expansion along its first row, `Matrix.det_succ_row_zero`, and induction on `n` supplies the minors.
